# The loop amplitude of a spin-locked electron on a triangle is the trace of a product of three spin projectors

For a real vector $n$, let $n\cdot\sigma=n_0\sigma_x+n_1\sigma_y+n_2\sigma_z$ with the standard Pauli matrices, and let $P(n)=(1+n\cdot\sigma)/2$. For a unit vector, $n\cdot\sigma$ is the spin component along $n$ in units of $\hbar/2$. Let $n$ be the direction of the local moment, taken as the direction of its spin. An electron whose spin follows the moment carries a normalised spinor $\chi$ with $(n\cdot\sigma)\chi=\chi$. If the bare hopping leaves the spin unchanged, the hopping amplitude between two sites with spinors $\chi$ and $\varphi$, in units of the bare hopping, is the overlap $\langle\chi|\varphi\rangle$, conjugated in the first argument.

```lean
import Mathlib

open Matrix ComplexConjugate

namespace DoubleExchangeFlux

noncomputable section

/-- The matrix `n·σ = n₀σ_x + n₁σ_y + n₂σ_z` for a real vector `n`, with the standard Pauli
matrices. -/
def pauliDot (n : Fin 3 → ℝ) : Matrix (Fin 2) (Fin 2) ℂ :=
  !![(n 2 : ℂ), n 0 - Complex.I * n 1; n 0 + Complex.I * n 1, -(n 2 : ℂ)]

/-- The operator `P(n) = (1 + n·σ)/2`. -/
def spinProj (n : Fin 3 → ℝ) : Matrix (Fin 2) (Fin 2) ℂ :=
  (1 / 2 : ℂ) • (1 + pauliDot n)

/-- The scalar spin chirality `a·(b × c)` of three moments. -/
def chirality (a b c : Fin 3 → ℝ) : ℝ := a ⬝ᵥ crossProduct b c

/-- The spinor `χ` is normalised and its spin points along `n`: `(n·σ) χ = χ`. -/
structure IsAligned (n : Fin 3 → ℝ) (χ : Fin 2 → ℂ) : Prop where
  eig : pauliDot n *ᵥ χ = χ
  norm : star χ ⬝ᵥ χ = 1

/-- The hopping amplitude `⟨χ|φ⟩` between two sites with spinors `χ` and `φ`,
in units of the bare hopping. -/
def hop (χ φ : Fin 2 → ℂ) : ℂ := star χ ⬝ᵥ φ

/-- The product `⟨χ₁|χ₂⟩⟨χ₂|χ₃⟩⟨χ₃|χ₁⟩` of hopping amplitudes around a triangle. -/
def loopAmplitude (χ₁ χ₂ χ₃ : Fin 2 → ℂ) : ℂ := hop χ₁ χ₂ * hop χ₂ χ₃ * hop χ₃ χ₁

/-- The flux through the triangle: the phase of the loop amplitude, for nonzero amplitude. -/
def loopFlux (χ₁ χ₂ χ₃ : Fin 2 → ℂ) : ℝ := Complex.arg (loopAmplitude χ₁ χ₂ χ₃)

private lemma dot_eq (a b : Fin 3 → ℝ) : a ⬝ᵥ b = a 0 * b 0 + a 1 * b 1 + a 2 * b 2 := by
  simp only [dotProduct, Fin.sum_univ_three]

private lemma chirality_eq (a b c : Fin 3 → ℝ) : chirality a b c =
    a 0 * (b 1 * c 2 - b 2 * c 1) + a 1 * (b 2 * c 0 - b 0 * c 2)
      + a 2 * (b 0 * c 1 - b 1 * c 0) := by
  simp [chirality, cross_apply, dotProduct, Fin.sum_univ_three]

private lemma spinProj_eq (n : Fin 3 → ℝ) : spinProj n =
    !![(1 + (n 2 : ℂ)) / 2, (n 0 - Complex.I * n 1) / 2;
       (n 0 + Complex.I * n 1) / 2, (1 - (n 2 : ℂ)) / 2] := by
  ext i j
  fin_cases i <;> fin_cases j <;> simp [spinProj, pauliDot] <;> ring

/-- `P(n)` is idempotent exactly when `n` is a unit vector. -/
theorem spinProj_idempotent_iff (n : Fin 3 → ℝ) :
    spinProj n * spinProj n = spinProj n ↔ n ⬝ᵥ n = 1 := by
  -- the defect of idempotency is a multiple of the identity
  have key : spinProj n * spinProj n =
      spinProj n + (((n ⬝ᵥ n - 1) / 4 : ℝ) : ℂ) • (1 : Matrix (Fin 2) (Fin 2) ℂ) := by
    rw [spinProj_eq, Matrix.mul_fin_two, dot_eq]
    ext i j
    fin_cases i <;> fin_cases j <;> apply Complex.ext <;> simp <;> ring
  rw [key]
  constructor
  · intro h
    have h1 := congrFun (congrFun (add_eq_left.mp h) 0) 0
    rw [Matrix.smul_apply, Matrix.one_apply_eq, smul_eq_mul, mul_one] at h1
    have h0 : (((n ⬝ᵥ n - 1) / 4 : ℝ) : ℂ) = 0 := h1
    have h2 := Complex.ofReal_eq_zero.mp h0
    linarith
  · intro h
    rw [h]
    simp

/-- The trace of the product `P(a) P(b) P(c)` in terms of the scalar products and the scalar
chirality of the three vectors. -/
theorem trace_spinProj_three (a b c : Fin 3 → ℝ) :
    (spinProj a * spinProj b * spinProj c).trace =
      (((1 + a ⬝ᵥ b + b ⬝ᵥ c + c ⬝ᵥ a : ℝ) : ℂ) + Complex.I * (chirality a b c : ℂ)) / 4 := by
  rw [spinProj_eq, spinProj_eq, spinProj_eq, Matrix.mul_fin_two, Matrix.mul_fin_two,
    Matrix.trace_fin_two_of, dot_eq, dot_eq, dot_eq, chirality_eq]
  apply Complex.ext <;> simp <;> ring

/-- A normalised spinor aligned with `n` satisfies `|χ⟩⟨χ| = P(n)`. -/
theorem IsAligned.projector {n : Fin 3 → ℝ} {χ : Fin 2 → ℂ} (h : IsAligned n χ) :
    vecMulVec χ (star χ) = spinProj n := by
  -- the two components of the eigenvalue equation, and their conjugates
  have e0 : (n 2 : ℂ) * χ 0 + (n 0 - Complex.I * n 1) * χ 1 = χ 0 := by
    simpa [pauliDot, Matrix.mulVec, dotProduct, Fin.sum_univ_two] using congrFun h.eig 0
  have e1 : ((n 0 : ℂ) + Complex.I * n 1) * χ 0 + -(n 2 : ℂ) * χ 1 = χ 1 := by
    simpa [pauliDot, Matrix.mulVec, dotProduct, Fin.sum_univ_two] using congrFun h.eig 1
  have c0 := congrArg (starRingEnd ℂ) e0
  have c1 := congrArg (starRingEnd ℂ) e1
  simp only [map_add, map_sub, map_mul, map_neg, Complex.conj_ofReal, Complex.conj_I] at c0 c1
  have hn := h.norm
  simp only [dotProduct, Fin.sum_univ_two, Pi.star_apply, Complex.star_def] at hn
  -- the four entries of the density matrix
  have h00 : χ 0 * conj (χ 0) = (1 + (n 2 : ℂ)) / 2 := by
    linear_combination (-conj (χ 0) / 2) * e0 + (χ 1 / 2) * c1 + ((1 + (n 2 : ℂ)) / 2) * hn
  have h11 : χ 1 * conj (χ 1) = (1 - (n 2 : ℂ)) / 2 := by
    linear_combination hn - h00
  have h10 : χ 1 * conj (χ 0) = (n 0 + Complex.I * n 1) / 2 := by
    linear_combination (-conj (χ 0) / 2) * e1 - (χ 1 / 2) * c0
      + ((n 0 + Complex.I * n 1) / 2) * hn
  have h01 : χ 0 * conj (χ 1) = (n 0 - Complex.I * n 1) / 2 := by
    linear_combination (-χ 0 / 2) * c1 - (conj (χ 1) / 2) * e0
      + ((n 0 - Complex.I * n 1) / 2) * hn
  rw [spinProj_eq]
  ext i j
  fin_cases i <;> fin_cases j
  · simpa [Matrix.vecMulVec_apply] using h00
  · simpa [Matrix.vecMulVec_apply] using h01
  · simpa [Matrix.vecMulVec_apply] using h10
  · simpa [Matrix.vecMulVec_apply] using h11

/-- The spinor `(cos(θ/2), e^{iφ} sin(θ/2))` is aligned with the direction of polar angle `θ`
and azimuth `φ`. -/
theorem isAligned_witness (θ φ : ℝ) :
    IsAligned ![Real.sin θ * Real.cos φ, Real.sin θ * Real.sin φ, Real.cos θ]
      ![(Real.cos (θ / 2) : ℂ),
        ((Real.cos φ : ℂ) + Complex.I * (Real.sin φ : ℂ)) * (Real.sin (θ / 2) : ℂ)] := by
  have hs : Real.sin θ = 2 * Real.sin (θ / 2) * Real.cos (θ / 2) := by
    rw [← Real.sin_two_mul]
    congr 1
    ring
  have hc : Real.cos θ = 2 * Real.cos (θ / 2) ^ 2 - 1 := by
    rw [← Real.cos_two_mul]
    congr 1
    ring
  have hC := Real.cos_sq_add_sin_sq (θ / 2)
  have hP := Real.cos_sq_add_sin_sq φ
  rw [hs, hc]
  -- only the two Pythagorean relations are needed from here on
  generalize Real.cos (θ / 2) = c at hC ⊢
  generalize Real.sin (θ / 2) = s at hC ⊢
  generalize Real.cos φ = p at hP ⊢
  generalize Real.sin φ = q at hP ⊢
  have hC' : (c : ℂ) ^ 2 + (s : ℂ) ^ 2 = 1 := by exact_mod_cast hC
  have hP' : (p : ℂ) ^ 2 + (q : ℂ) ^ 2 = 1 := by exact_mod_cast hP
  constructor
  · ext i
    fin_cases i
    · simp [pauliDot, Matrix.mulVec, dotProduct, Fin.sum_univ_two]
      linear_combination 2 * (c : ℂ) * hC' + 2 * (s : ℂ) ^ 2 * c * hP'
        - 2 * (s : ℂ) ^ 2 * c * (q : ℂ) ^ 2 * Complex.I_sq
    · simp [pauliDot, Matrix.mulVec, dotProduct, Fin.sum_univ_two]
      ring
  · simp [dotProduct, Fin.sum_univ_two]
    linear_combination hC' + (s : ℂ) ^ 2 * hP' - (s : ℂ) ^ 2 * (q : ℂ) ^ 2 * Complex.I_sq

/-- The squared modulus of the hopping amplitude between moments `n` and `m`
is `(1 + n·m)/2`. -/
theorem norm_sq_hop {n m : Fin 3 → ℝ} {χ φ : Fin 2 → ℂ}
    (h : IsAligned n χ) (k : IsAligned m φ) : ‖hop χ φ‖ ^ 2 = (1 + n ⬝ᵥ m) / 2 := by
  have t : hop χ φ * conj (hop χ φ) = (spinProj n * spinProj m).trace := by
    rw [← h.projector, ← k.projector]
    simp only [hop, dotProduct, Matrix.trace_fin_two, Matrix.mul_apply, Fin.sum_univ_two,
      Matrix.vecMulVec_apply, Pi.star_apply, Complex.star_def, map_add, map_mul,
      Complex.conj_conj]
    ring
  rw [Complex.sq_norm, ← Complex.ofReal_inj, ← Complex.mul_conj, t, spinProj_eq, spinProj_eq,
    Matrix.mul_fin_two, Matrix.trace_fin_two_of, dot_eq]
  apply Complex.ext <;> simp <;> ring

/-- The amplitude for hopping around a triangle of moments `a`, `b`, `c` is the trace of the product
of the three spin projectors, given by the scalar products and the scalar chirality. -/
theorem loopAmplitude_eq {a b c : Fin 3 → ℝ} {χ₁ χ₂ χ₃ : Fin 2 → ℂ}
    (h₁ : IsAligned a χ₁) (h₂ : IsAligned b χ₂) (h₃ : IsAligned c χ₃) :
    loopAmplitude χ₁ χ₂ χ₃ = (spinProj a * spinProj b * spinProj c).trace ∧
    loopAmplitude χ₁ χ₂ χ₃ =
      (((1 + a ⬝ᵥ b + b ⬝ᵥ c + c ⬝ᵥ a : ℝ) : ℂ) + Complex.I * (chirality a b c : ℂ)) / 4 := by
  have t : loopAmplitude χ₁ χ₂ χ₃ = (spinProj a * spinProj b * spinProj c).trace := by
    rw [← h₁.projector, ← h₂.projector, ← h₃.projector]
    simp only [loopAmplitude, hop, dotProduct, Matrix.trace_fin_two, Matrix.mul_apply,
      Fin.sum_univ_two, Matrix.vecMulVec_apply, Pi.star_apply]
    ring
  exact ⟨t, t.trans (trace_spinProj_three a b c)⟩

/-- When `1 + a·b + b·c + c·a` is positive, the flux through the triangle is the arctangent of
the scalar chirality divided by this sum. -/
theorem loopFlux_eq_arctan {a b c : Fin 3 → ℝ} {χ₁ χ₂ χ₃ : Fin 2 → ℂ}
    (h₁ : IsAligned a χ₁) (h₂ : IsAligned b χ₂) (h₃ : IsAligned c χ₃)
    (hpos : 0 < 1 + a ⬝ᵥ b + b ⬝ᵥ c + c ⬝ᵥ a) :
    loopFlux χ₁ χ₂ χ₃ =
      Real.arctan (chirality a b c / (1 + a ⬝ᵥ b + b ⬝ᵥ c + c ⬝ᵥ a)) := by
  have L := (loopAmplitude_eq h₁ h₂ h₃).2
  have hre : (loopAmplitude χ₁ χ₂ χ₃).re = (1 + a ⬝ᵥ b + b ⬝ᵥ c + c ⬝ᵥ a) / 4 := by
    rw [L]
    simp
  have him : (loopAmplitude χ₁ χ₂ χ₃).im = chirality a b c / 4 := by
    rw [L]
    simp
  -- a positive real part keeps the phase on the principal branch of the arctangent
  have hb := abs_lt.mp (Complex.abs_arg_lt_pi_div_two_iff.mpr
    (Or.inl (by rw [hre]; linarith : 0 < (loopAmplitude χ₁ χ₂ χ₃).re)))
  rw [loopFlux, ← Real.arctan_tan hb.1 hb.2, Complex.tan_arg, hre, him,
    div_div_div_cancel_right₀ (four_ne_zero)]

/-- Three moments along the `x`, `y` and `z` axes give a flux of `π/4`. -/
theorem loopFlux_octant {χ₁ χ₂ χ₃ : Fin 2 → ℂ} (h₁ : IsAligned ![1, 0, 0] χ₁)
    (h₂ : IsAligned ![0, 1, 0] χ₂) (h₃ : IsAligned ![0, 0, 1] χ₃) :
    loopFlux χ₁ χ₂ χ₃ = Real.pi / 4 := by
  rw [loopFlux_eq_arctan h₁ h₂ h₃ (by simp)]
  simp [chirality_eq, Real.arctan_one]

end

end DoubleExchangeFlux
```

```lean
#print axioms DoubleExchangeFlux.spinProj_idempotent_iff
-- 'DoubleExchangeFlux.spinProj_idempotent_iff' depends on axioms: [propext, Classical.choice, Quot.sound]
#print axioms DoubleExchangeFlux.norm_sq_hop
-- 'DoubleExchangeFlux.norm_sq_hop' depends on axioms: [propext, Classical.choice, Quot.sound]
#print axioms DoubleExchangeFlux.loopAmplitude_eq
-- 'DoubleExchangeFlux.loopAmplitude_eq' depends on axioms: [propext, Classical.choice, Quot.sound]
#print axioms DoubleExchangeFlux.loopFlux_octant
-- 'DoubleExchangeFlux.loopFlux_octant' depends on axioms: [propext, Classical.choice, Quot.sound]
```

## Moments, spinors and overlaps as Lean objects

A moment is a function `Fin 3 → ℝ`, whose components $n_0,n_1,n_2$ are the $x$, $y$ and $z$ components. A spinor is a function `Fin 2 → ℂ`. The matrix `pauliDot n` is $n\cdot\sigma$ written out, and `spinProj n` is $P(n)$. The scalar chirality of three moments, `chirality a b c`, is $a\cdot(b\times c)$.

The structure `IsAligned n χ` holds the eigenvalue equation and the normalisation. The eigenvalue equation stands for infinitely strong Hund's coupling: the electron has no amplitude for the spin state opposite to the local moment. This is assumed, not derived from a Hamiltonian with finite coupling. The moments are fixed classical vectors, and a single electron moves among them.

The definition `loopAmplitude` is the product $\langle\chi_1|\chi_2\rangle\langle\chi_2|\chi_3\rangle\langle\chi_3|\chi_1\rangle$. If $\langle\chi_i|\chi_j\rangle$ is read as the amplitude to hop from site $j$ to site $i$, the electron runs along $1\to3\to2\to1$; the opposite sense gives the complex conjugate. The flux `loopFlux` is the argument of this product, taken in $(-\pi,\pi]$. Any sign or phase of the bare hopping has been divided out. If two of the moments are antiparallel, the amplitude vanishes and the value that Lean gives to its argument has no physical meaning.

## What the theorems say about the triangle

The trace formula `trace_spinProj_three` holds for all real vectors $a,b,c$:

$$\operatorname{tr}\,P(a)P(b)P(c)=\frac{1+a\cdot b+b\cdot c+c\cdot a+i\,a\cdot(b\times c)}{4}.$$

Unit length matters for the name "projector": `spinProj_idempotent_iff` states that $P(n)^2=P(n)$ exactly when $n\cdot n=1$.

For aligned spinors, `loopAmplitude_eq` says that the loop amplitude equals this trace, and hence the right-hand side above. The spinors enter only through their moments, so the arbitrary phase of each $\chi_i$ has no effect on the loop. On a single link, `norm_sq_hop` gives $|\langle\chi|\varphi\rangle|^2=(1+n\cdot m)/2$, which is $\cos^2(\Theta/2)$ for moments at an angle $\Theta$.

Write $S=1+a\cdot b+b\cdot c+c\cdot a$ and $C=a\cdot(b\times c)$. If $S>0$, `loopFlux_eq_arctan` gives the flux as $\arctan(C/S)$. Moments along $x$, $y$ and $z$ have $S=C=1$, and `loopFlux_octant` gives $\pi/4$.

The theorems about spinors do not list $n\cdot n=1$ as a hypothesis because alignment already forces it: $\chi=(n\cdot\sigma)^2\chi=(n\cdot n)\chi$, and $\chi\neq0$. Conversely, `isAligned_witness` supplies an aligned spinor for every pair of polar angles, and so for every direction.

In a tight-binding simulation of non-interacting electrons with static moments, spin-independent bare hopping and infinite Hund's coupling, the loop formula offers a check on the effective hoppings that does not depend on how the spinor phases were chosen.

## Coplanar moments at 120° and the sign of $S$

The condition $S>0$ is needed for the arctangent formula. Take three unit moments in one plane at 120° to each other. Each scalar product is $-1/2$, so $S=-1/2$, and $C=0$. The loop amplitude is $-1/8$ and the flux is $\pi$, whereas $\arctan(C/S)=0$. The ratio $C/S$ does not record that the amplitude lies on the negative real axis. The trace formula itself remains correct here.

## The trace from the Pauli algebra

The Pauli matrices satisfy $\sigma_j\sigma_k=\delta_{jk}+i\sum_l\varepsilon_{jkl}\sigma_l$. Contracting with two real vectors gives

$$(a\cdot\sigma)(b\cdot\sigma)=a\cdot b+i(a\times b)\cdot\sigma .$$

With $a=b=n$ this is $(n\cdot\sigma)^2=n\cdot n$, so

$$P(n)^2=\frac{1+2\,n\cdot\sigma+n\cdot n}{4}=P(n)+\frac{n\cdot n-1}{4}.$$

The last term is a multiple of the identity and vanishes exactly when $n\cdot n=1$. This equation is the step `key` in the Lean proof, which then reads off the top left entry for one direction and substitutes $n\cdot n=1$ for the other.

For three vectors, expand

$$\operatorname{tr}P(a)P(b)P(c)=\tfrac18\operatorname{tr}\,(1+a\cdot\sigma)(1+b\cdot\sigma)(1+c\cdot\sigma).$$

The unit term contributes 2, and the terms with one Pauli factor are traceless. The terms with two factors contribute $2(a\cdot b+b\cdot c+a\cdot c)$. In the term with three factors, the product rule gives

$$\operatorname{tr}\big[(a\cdot b+i(a\times b)\cdot\sigma)(c\cdot\sigma)\big]=2i\,(a\times b)\cdot c=2i\,a\cdot(b\times c).$$

Division by 8 yields the formula. Lean reaches it through components: `spinProj_eq`, `dot_eq` and `chirality_eq` write everything in coordinates, `Complex.ext` separates the real and imaginary parts, and `ring` confirms the two polynomial identities.

## An aligned spinor has density matrix $P(n)$

Let $u$ and $v$ be the components `χ 0` and `χ 1`. The eigenvalue equation reads

$$(1-n_2)u=(n_0-in_1)v,\qquad (1+n_2)v=(n_0+in_1)u .$$

Multiply the first equation by $\bar u$, and the conjugate of the second by $v$. Both right-hand sides become $(n_0-in_1)\bar u v$, so $(1-n_2)|u|^2=(1+n_2)|v|^2$. With $|u|^2+|v|^2=1$ this gives

$$|u|^2=\frac{1+n_2}{2},\qquad |v|^2=\frac{1-n_2}{2}.$$

For the off-diagonal entry, multiply the second equation by $\bar u$, and the conjugate of the first by $v$:

$$(1+n_2)v\bar u=(n_0+in_1)|u|^2,\qquad (1-n_2)v\bar u=(n_0+in_1)|v|^2 .$$

Their sum is $2v\bar u=n_0+in_1$, and conjugation gives $u\bar v=(n_0-in_1)/2$. These four numbers are the entries of $P(n)$, so $|\chi\rangle\langle\chi|=P(n)$. No division by a component was made, so the poles $n_2=\pm1$ need no separate treatment.

`IsAligned.projector` follows this argument. The equations are `e0` and `e1`, their conjugates are `c0` and `c1`, and the normalisation is `hn`. Each `linear_combination` lists the multipliers with which these equations add up to one entry; the one for $|v|^2$ also uses the entry $|u|^2$ already found.

For the explicit spinor, let $\theta$ and $\varphi$ be the polar angle and the azimuth of the moment, and put $c=\cos(\theta/2)$, $s=\sin(\theta/2)$, $p=\cos\varphi$ and $q=\sin\varphi$. In this paragraph and the next, $c$ is a number and not the third moment, and $\varphi$ is an angle and not a spinor. The half-angle formulas turn the direction into $(2scp,\,2scq,\,2c^2-1)$, and the spinor is $(c,(p+iq)s)$. The two rows of the eigenvalue equation are

$$(2c^2-1)c+2s^2c\,(p^2+q^2)=c,$$

$$2sc^2(p+iq)-(2c^2-1)(p+iq)s=(p+iq)s .$$

The first uses $c^2+s^2=1$ and $p^2+q^2=1$, and the second is plain algebra. The squared norm is $c^2+s^2(p^2+q^2)=1$. The Lean proof replaces the trigonometric functions by these letters and keeps only the two Pythagorean relations.

## From overlaps to the phase

Since a product of overlaps around a closed path is a trace,

$$\langle\chi_1|\chi_2\rangle\langle\chi_2|\chi_3\rangle\langle\chi_3|\chi_1\rangle=\operatorname{tr}\,|\chi_1\rangle\langle\chi_1|\,|\chi_2\rangle\langle\chi_2|\,|\chi_3\rangle\langle\chi_3|=\operatorname{tr}P(a)P(b)P(c).$$

In `loopAmplitude_eq`, the projector lemma is applied backwards to each $P$, the sums over components are written out, and `ring` matches the two sides. The trace formula then supplies the second half of the statement.

The link works in the same way:

$$|\langle\chi|\varphi\rangle|^2=\operatorname{tr}P(n)P(m)=\tfrac14(2+2\,n\cdot m)=\frac{1+n\cdot m}{2}.$$

For the flux, the loop amplitude is $(S+iC)/4$. If $S>0$, its argument lies strictly between $-\pi/2$ and $\pi/2$, and its tangent is $C/S$. On that interval the arctangent inverts the tangent, so the argument is $\arctan(C/S)$. In Lean, `hre` and `him` give the real and imaginary parts, `hb` gives the interval, and `Real.arctan_tan` with `Complex.tan_arg` completes the step. For the moments along the three axes all scalar products vanish and the chirality is 1, which leaves $\arctan 1=\pi/4$.
